# ⟨S²⟩ of a product of spins one half from the sum of its Bloch vectors

Many quantum-chemistry codes print \(\langle S^2\rangle\) after a broken-symmetry calculation, and it can be compared with the value expected for the intended spin pattern. For \(N\) singly occupied, mutually orthogonal orbitals, each with its own spin direction, that reference value is

\[
\langle S^2\rangle=\frac N2+\frac14\Big\|\sum_i \mathbf n_i\Big\|^2 ,
\]

in units of \(\hbar^2\). Here \(\mathbf n_i\) is the Bloch vector of spin \(i\), the vector of its three Pauli expectation values, and each spinor is normalised.

## Reference values for collinear and non-collinear patterns

With \(N_\alpha\) spins up, \(N_\beta\) down and \(M=(N_\alpha-N_\beta)/2\), the formula becomes \(M(M+1)+N_\beta\). A non-collinear code can use the vector form directly. The \(\mathbf n_i\) must then be unit vectors, not local moments integrated over an atomic region. If the printed value differs from the reference, the converged determinant does not have the assumed form with those spin directions.

The value is \(N/2\) exactly when the Bloch vectors sum to zero. Three coplanar spins at 120° therefore give \(3/2\).

## Summing the pair correlations

Let \(\sigma_a(i)\) be Pauli matrix \(a\) acting on spin \(i\). Since \(S_a=\tfrac12\sum_i\sigma_a(i)\),

\[
\langle S^2\rangle=\frac14\sum_{i,j}\sum_a\langle\sigma_a(i)\,\sigma_a(j)\rangle .
\]

For \(i\neq j\), the expectation value in a product state factorises. All other spins contribute a factor 1, and the sum over \(a\) is \(\mathbf n_i\cdot\mathbf n_j\).

For \(i=j\), each \(\sigma_a^2=1\), so the sum over \(a\) is 3. To put this in the same form, write the spinor as \((u,v)\) with \(|u|^2+|v|^2=1\). Its Bloch vector is

\[
\mathbf n=\big(2\,\mathrm{Re}\,\bar u v,\;2\,\mathrm{Im}\,\bar u v,\;|u|^2-|v|^2\big),
\]
\[
\|\mathbf n\|^2=4|u|^2|v|^2+(|u|^2-|v|^2)^2=(|u|^2+|v|^2)^2=1 .
\]

Hence \(3=\mathbf n_i\cdot\mathbf n_i+2\). Summing over all pairs gives

\[
\langle S^2\rangle=\frac14\Big(\Big\|\sum_i\mathbf n_i\Big\|^2+2N\Big),
\]

which is the stated formula.

In the collinear case the vector sum has length \(2|M|\), and \(N/2=M+N_\beta\), so the result is \(M^2+M+N_\beta\). The value \(N/2\) requires the squared norm to vanish, and hence the sum itself.

For the distance from the high-spin value, expand the squares of unit vectors:

\[
\sum_{i,j}\|\mathbf n_i-\mathbf n_j\|^2=2N^2-2\Big\|\sum_i\mathbf n_i\Big\|^2 .
\]

Substitution gives

\[
\langle S^2\rangle=\frac N2\Big(\frac N2+1\Big)-\frac18\sum_{i,j}\|\mathbf n_i-\mathbf n_j\|^2 .
\]

## The Lean file

```lean
import Mathlib

open Matrix ComplexConjugate

namespace SpinContamination

noncomputable section

variable {ι : Type*} [Fintype ι] [DecidableEq ι]

/-- Wave functions of a collection of spins one half, as amplitudes of the up/down
configurations. -/
abbrev State (ι : Type*) := (ι → Fin 2) → ℂ

/-- The Hermitian inner product `⟨φ|ψ⟩` of two amplitude vectors. -/
def braket {α : Type*} [Fintype α] (φ ψ : α → ℂ) : ℂ := ∑ x, conj (φ x) * ψ x

/-- The three Pauli matrices. -/
def pauli : Fin 3 → Matrix (Fin 2) (Fin 2) ℂ :=
  ![!![0, 1; 1, 0], !![0, -Complex.I; Complex.I, 0], !![1, 0; 0, -1]]

/-- The vector of the real parts of `⟨χ|σ_a|χ⟩` for the three Pauli matrices `σ_a`. For a normalised
spinor `χ` this is its Bloch vector. -/
def bloch (χ : Fin 2 → ℂ) : EuclideanSpace ℝ (Fin 3) :=
  WithLp.toLp 2 fun a => (braket χ (pauli a *ᵥ χ)).re

/-- The product state in which spin `i` has the spinor `χ i`. -/
def productState (χ : ι → Fin 2 → ℂ) : State ι := fun σ => ∏ i, χ i (σ i)

/-- The operator that acts with the matrix `A` on spin `i` and leaves the other spins alone. -/
def siteOp (i : ι) (A : Matrix (Fin 2) (Fin 2) ℂ) : State ι →ₗ[ℂ] State ι where
  toFun ψ := fun σ => ∑ s, A (σ i) s * ψ (Function.update σ i s)
  map_add' x y := by
    ext σ
    simp only [Pi.add_apply, Fin.sum_univ_two]
    ring
  map_smul' c x := by
    ext σ
    simp only [Pi.smul_apply, smul_eq_mul, Fin.sum_univ_two, RingHom.id_apply]
    ring

/-- The component `a` of the total spin, in units of `ħ`. -/
def totalSpin (a : Fin 3) : State ι →ₗ[ℂ] State ι :=
  (1 / 2 : ℂ) • ∑ i, siteOp i (pauli a)

/-- The square of the total spin, in units of `ħ²`. -/
def spinSq : State ι →ₗ[ℂ] State ι := ∑ a, totalSpin a ∘ₗ totalSpin a

/-- The inner product is additive in its second argument. -/
theorem braket_sum {α κ : Type*} [Fintype α] [Fintype κ] (φ : α → ℂ) (f : κ → α → ℂ) :
    braket φ (∑ k, f k) = ∑ k, braket φ (f k) := by
  simp only [braket, Finset.sum_apply, Finset.mul_sum]
  exact Finset.sum_comm

/-- The overlap of two product states is the product of the one-spin overlaps. -/
theorem braket_productState (φ χ : ι → Fin 2 → ℂ) :
    braket (productState φ) (productState χ) = ∏ i, braket (φ i) (χ i) := by
  simp only [braket, productState]
  rw [Finset.prod_univ_sum, Fintype.piFinset_univ]
  refine Finset.sum_congr rfl fun σ _ => ?_
  rw [map_prod, Finset.prod_mul_distrib]

/-- A one-site operator turns a product state into the product state with that one spinor
transformed. -/
theorem siteOp_productState (i : ι) (A : Matrix (Fin 2) (Fin 2) ℂ) (χ : ι → Fin 2 → ℂ) :
    siteOp i A (productState χ) = productState (Function.update χ i (A *ᵥ χ i)) := by
  ext σ
  -- split off the factor of site `i` on both sides
  have h1 : ∀ s, ∏ k, χ k (Function.update σ i s k)
      = χ i s * ∏ k ∈ Finset.univ.erase i, χ k (σ k) := by
    intro s
    rw [← Finset.mul_prod_erase Finset.univ _ (Finset.mem_univ i), Function.update_self]
    congr 1
    refine Finset.prod_congr rfl fun k hk => ?_
    rw [Function.update_of_ne (Finset.ne_of_mem_erase hk)]
  have h2 : ∏ k, Function.update χ i (A *ᵥ χ i) k (σ k)
      = (A *ᵥ χ i) (σ i) * ∏ k ∈ Finset.univ.erase i, χ k (σ k) := by
    rw [← Finset.mul_prod_erase Finset.univ _ (Finset.mem_univ i), Function.update_self]
    congr 1
    refine Finset.prod_congr rfl fun k hk => ?_
    rw [Function.update_of_ne (Finset.ne_of_mem_erase hk)]
  change ∑ s, A (σ i) s * ∏ k, χ k (Function.update σ i s k)
    = ∏ k, Function.update χ i (A *ᵥ χ i) k (σ k)
  rw [h2]
  simp only [h1, Matrix.mulVec, dotProduct, Finset.sum_mul, mul_assoc]

/-- For every spinor `χ`, normalised or not, `⟨χ|σ_a|χ⟩` is real and equals component `a` of
`bloch χ`. -/
theorem pauli_expectation (χ : Fin 2 → ℂ) (a : Fin 3) :
    braket χ (pauli a *ᵥ χ) = ((bloch χ).ofLp a : ℂ) := by
  apply Complex.ext
  · rfl
  · rw [Complex.ofReal_im]
    fin_cases a <;> simp [braket, pauli, Matrix.mulVec, dotProduct, Fin.sum_univ_two] <;> ring

/-- A normalised spinor has a Bloch vector of unit length. -/
theorem norm_bloch {χ : Fin 2 → ℂ} (h : braket χ χ = 1) : ‖bloch χ‖ = 1 := by
  have h' := congrArg Complex.re h
  simp [braket, Fin.sum_univ_two] at h'
  have hx : (bloch χ).ofLp 0 = 2 * ((χ 0).re * (χ 1).re + (χ 0).im * (χ 1).im) := by
    simp [bloch, braket, pauli, Matrix.mulVec, dotProduct, Fin.sum_univ_two]
    ring
  have hy : (bloch χ).ofLp 1 = 2 * ((χ 0).re * (χ 1).im - (χ 0).im * (χ 1).re) := by
    simp [bloch, braket, pauli, Matrix.mulVec, dotProduct, Fin.sum_univ_two]
    ring
  have hz : (bloch χ).ofLp 2
      = (χ 0).re ^ 2 + (χ 0).im ^ 2 - (χ 1).re ^ 2 - (χ 1).im ^ 2 := by
    simp [bloch, braket, pauli, Matrix.mulVec, dotProduct, Fin.sum_univ_two]
    ring
  have hs : ‖bloch χ‖ ^ 2 = 1 := by
    rw [EuclideanSpace.norm_sq_eq]
    simp only [Fin.sum_univ_three, Real.norm_eq_abs, sq_abs]
    rw [hx, hy, hz]
    linear_combination
      ((χ 0).re ^ 2 + (χ 0).im ^ 2 + (χ 1).re ^ 2 + (χ 1).im ^ 2 + 1) * h'
  exact (pow_eq_one_iff_of_nonneg (norm_nonneg _) two_ne_zero).mp hs

/-- In a product of normalised spinors the Pauli correlation of spins `i` and `j` is the scalar
product of their Bloch vectors, plus 2 if the two spins are the same. -/
theorem pair_correlation {χ : ι → Fin 2 → ℂ} (hχ : ∀ i, braket (χ i) (χ i) = 1) (i j : ι) :
    ∑ a, braket (productState χ) (siteOp i (pauli a) (siteOp j (pauli a) (productState χ)))
      = ((inner ℝ (bloch (χ i)) (bloch (χ j)) + if i = j then 2 else 0 : ℝ) : ℂ) := by
  by_cases hij : i = j
  · subst hij
    -- every Pauli matrix squares to one
    have hp : ∀ a, pauli a * pauli a = 1 := by
      intro a
      fin_cases a <;> ext k l <;> fin_cases k <;> fin_cases l <;>
        simp [pauli, Matrix.mul_apply, Fin.sum_univ_two]
    have h : ∀ a, braket (productState χ)
        (siteOp i (pauli a) (siteOp i (pauli a) (productState χ))) = 1 := by
      intro a
      rw [siteOp_productState, siteOp_productState, Function.update_self, Function.update_idem,
        Matrix.mulVec_mulVec, hp, Matrix.one_mulVec, Function.update_eq_self,
        braket_productState]
      simp [hχ]
    simp only [h]
    rw [real_inner_self_eq_norm_sq, norm_bloch (hχ i)]
    norm_num
  · -- different spins are uncorrelated
    have h : ∀ a, braket (productState χ)
        (siteOp i (pauli a) (siteOp j (pauli a) (productState χ)))
        = ((bloch (χ i)).ofLp a : ℂ) * ((bloch (χ j)).ofLp a : ℂ) := by
      intro a
      rw [siteOp_productState, siteOp_productState, Function.update_of_ne hij,
        braket_productState, Fintype.prod_eq_mul i j hij]
      · rw [Function.update_self, Function.update_of_ne (Ne.symm hij), Function.update_self,
          pauli_expectation, pauli_expectation]
      · rintro k ⟨hi, hj⟩
        rw [Function.update_of_ne hi, Function.update_of_ne hj, hχ]
    simp only [h]
    rw [if_neg hij, add_zero, PiLp.inner_apply, Complex.ofReal_sum]
    refine Finset.sum_congr rfl fun a _ => ?_
    simp [mul_comm]

/-- For a product of `N` normalised spinors with Bloch vectors `n i`, the expectation value of
the squared total spin is `N/2 + ‖∑ n i‖²/4`. -/
theorem spinSq_expectation {χ : ι → Fin 2 → ℂ} (hχ : ∀ i, braket (χ i) (χ i) = 1) :
    braket (productState χ) (spinSq (productState χ))
      = ((Fintype.card ι / 2 + ‖∑ i, bloch (χ i)‖ ^ 2 / 4 : ℝ) : ℂ) := by
  have hsmul : ∀ (c : ℂ) (φ ψ : State ι), braket φ (c • ψ) = c * braket φ ψ := by
    intro c φ ψ
    simp only [braket, Pi.smul_apply, smul_eq_mul, Finset.mul_sum]
    exact Finset.sum_congr rfl fun x _ => by ring
  have h0 : ∀ (a : Fin 3) (φ : State ι),
      totalSpin a φ = (1 / 2 : ℂ) • ∑ i, siteOp i (pauli a) φ := by
    intro a φ
    simp only [totalSpin, LinearMap.smul_apply, LinearMap.sum_apply]
  -- expand the square into pairs of sites
  have h1 : ∀ a, braket (productState χ) (totalSpin a (totalSpin a (productState χ)))
      = (1 / 4 : ℂ) * ∑ i, ∑ j, braket (productState χ)
          (siteOp i (pauli a) (siteOp j (pauli a) (productState χ))) := by
    intro a
    simp only [h0, map_smul, map_sum, hsmul, braket_sum, Finset.mul_sum]
    exact Finset.sum_congr rfl fun i _ => Finset.sum_congr rfl fun j _ => by ring
  have h2 : braket (productState χ) (spinSq (productState χ))
      = (1 / 4 : ℂ) * ∑ i, ∑ j, ∑ a, braket (productState χ)
          (siteOp i (pauli a) (siteOp j (pauli a) (productState χ))) := by
    simp only [spinSq, LinearMap.sum_apply, LinearMap.comp_apply, braket_sum, h1]
    rw [← Finset.mul_sum, Finset.sum_comm]
    congr 1
    exact Finset.sum_congr rfl fun i _ => Finset.sum_comm
  have ht : ∑ i, ∑ j, (inner ℝ (bloch (χ i)) (bloch (χ j)) + if i = j then 2 else 0 : ℝ)
      = ‖∑ i, bloch (χ i)‖ ^ 2 + 2 * Fintype.card ι := by
    rw [← real_inner_self_eq_norm_sq, sum_inner]
    simp only [inner_sum, Finset.sum_add_distrib, Finset.sum_ite_eq, Finset.mem_univ, if_true,
      Finset.sum_const, Finset.card_univ, nsmul_eq_mul]
    ring
  rw [h2]
  simp only [pair_correlation hχ, ← Complex.ofReal_sum]
  rw [ht]
  push_cast
  ring

/-- The collinear assignment of spinors: up on the sites in `A`, down on all others. -/
def collinear (A : Finset ι) : ι → Fin 2 → ℂ := fun i => if i ∈ A then ![1, 0] else ![0, 1]

/-- A collinear product state has `⟨S²⟩ = M(M+1) + N_β`, where `N_β` is the number of down spins
and `M` is half the excess of up spins over down spins. -/
theorem spinSq_collinear (A : Finset ι) :
    braket (productState (collinear A)) (spinSq (productState (collinear A)))
      = ((((A.card : ℝ) - Aᶜ.card) / 2 * (((A.card : ℝ) - Aᶜ.card) / 2 + 1)
          + Aᶜ.card : ℝ) : ℂ) := by
  have hχ : ∀ i, braket (collinear A i) (collinear A i) = 1 := by
    intro i
    unfold collinear
    split_ifs <;> simp [braket, Fin.sum_univ_two]
  have hz : ‖bloch ![1, 0]‖ = 1 := norm_bloch (by simp [braket, Fin.sum_univ_two])
  have hd : bloch ![0, 1] = -bloch ![1, 0] := by
    ext a
    fin_cases a <;> simp [bloch, braket, pauli, Matrix.mulVec, dotProduct, Fin.sum_univ_two]
  have hu : ∑ i ∈ A, bloch (collinear A i) = (A.card : ℝ) • bloch ![1, 0] := by
    calc _ = ∑ i ∈ A, bloch ![1, 0] :=
          Finset.sum_congr rfl fun i hi => by rw [collinear, if_pos hi]
      _ = _ := by rw [Finset.sum_const, Nat.cast_smul_eq_nsmul]
  have hl : ∑ i ∈ Aᶜ, bloch (collinear A i) = (Aᶜ.card : ℝ) • -bloch ![1, 0] := by
    calc _ = ∑ i ∈ Aᶜ, -bloch ![1, 0] :=
          Finset.sum_congr rfl fun i hi => by
            rw [collinear, if_neg (Finset.mem_compl.mp hi), hd]
      _ = _ := by rw [Finset.sum_const, Nat.cast_smul_eq_nsmul]
  have hs : ∑ i, bloch (collinear A i) = ((A.card : ℝ) - Aᶜ.card) • bloch ![1, 0] := by
    rw [← Finset.sum_add_sum_compl A, hu, hl]
    module
  have hN : (Fintype.card ι : ℝ) = A.card + Aᶜ.card := by
    exact_mod_cast (Finset.card_add_card_compl A).symm
  rw [spinSq_expectation hχ, hs, norm_smul, hz, mul_one, Real.norm_eq_abs, sq_abs, hN]
  congr 1
  ring

/-- For a product of `N` normalised spinors, `⟨S²⟩` equals `N/2` exactly when the Bloch vectors
sum to zero. -/
theorem spinSq_eq_half_iff {χ : ι → Fin 2 → ℂ} (hχ : ∀ i, braket (χ i) (χ i) = 1) :
    braket (productState χ) (spinSq (productState χ)) = ((Fintype.card ι / 2 : ℝ) : ℂ)
      ↔ ∑ i, bloch (χ i) = 0 := by
  rw [spinSq_expectation hχ, Complex.ofReal_inj]
  constructor
  · intro h
    have h2 : ‖∑ i, bloch (χ i)‖ ^ 2 = 0 := by linarith
    exact norm_eq_zero.mp ((pow_eq_zero_iff two_ne_zero).mp h2)
  · intro h
    rw [h]
    simp

/-- For a product of `N` normalised spinors, `⟨S²⟩` lies below `(N/2)(N/2+1)` by one eighth of
the sum of `‖n i - n j‖²` over all ordered pairs of Bloch vectors. -/
theorem spinSq_deficit {χ : ι → Fin 2 → ℂ} (hχ : ∀ i, braket (χ i) (χ i) = 1) :
    braket (productState χ) (spinSq (productState χ))
      = (((Fintype.card ι : ℝ) / 2 * (Fintype.card ι / 2 + 1)
          - (∑ i, ∑ j, ‖bloch (χ i) - bloch (χ j)‖ ^ 2) / 8 : ℝ) : ℂ) := by
  have hn : ∑ i, ∑ j, inner ℝ (bloch (χ i)) (bloch (χ j)) = ‖∑ i, bloch (χ i)‖ ^ 2 := by
    rw [← real_inner_self_eq_norm_sq, sum_inner]
    simp only [inner_sum]
  have hd : ∑ i, ∑ j, ‖bloch (χ i) - bloch (χ j)‖ ^ 2
      = 2 * (Fintype.card ι : ℝ) ^ 2 - 2 * ‖∑ i, bloch (χ i)‖ ^ 2 := by
    simp only [norm_sub_sq_real, norm_bloch (hχ _), Finset.sum_add_distrib,
      Finset.sum_sub_distrib, ← Finset.mul_sum, hn, Finset.sum_const, Finset.card_univ,
      nsmul_eq_mul]
    ring
  rw [spinSq_expectation hχ, hd]
  congr 1
  ring

end

end SpinContamination
```

```lean
#print axioms SpinContamination.spinSq_collinear
-- 'SpinContamination.spinSq_collinear' depends on axioms: [propext, Classical.choice, Quot.sound]
#print axioms SpinContamination.spinSq_eq_half_iff
-- 'SpinContamination.spinSq_eq_half_iff' depends on axioms: [propext, Classical.choice, Quot.sound]
#print axioms SpinContamination.spinSq_deficit
-- 'SpinContamination.spinSq_deficit' depends on axioms: [propext, Classical.choice, Quot.sound]
```

## Operators, hypotheses and lemmas in the file

The spins are labelled by any finite type `ι`, and \(N\) is `Fintype.card ι`. A `State ι` assigns a complex amplitude to every up/down configuration, with 0 for up and 1 for down. `spinSq` is an operator on this whole space, built by applying each `totalSpin a` twice. The inner product `braket` conjugates its first argument.

The main theorem, `spinSq_expectation`, assumes only `hχ`, the normalisation of every spinor. Its right-hand side is a real number regarded as complex, so the equality also says that the expectation value is real. `bloch` is defined by real parts, and `pauli_expectation` shows that the imaginary parts vanish. Unit length is proved in `norm_bloch`.

The lemmas follow the derivation:

- `siteOp_productState` shows that a one-site operator changes only one spinor, and `braket_productState` factorises the overlap by exchanging a product of sums for a sum of products.
- `pair_correlation` splits into \(i=j\) and \(i\neq j\) with `by_cases`.
- In `spinSq_expectation`, `h2` expands the square into pairs and `ht` sums them.
- `spinSq_collinear`, `spinSq_eq_half_iff` and `spinSq_deficit` are the three consequences.

## From the determinant to the spin-only state

The theorems concern spins without orbitals; the link to a Slater determinant is the following argument in words. Doubly occupied orbitals orthogonal to the open-shell ones hold singlet pairs, which the total spin operators annihilate, so they add nothing to \(\langle S^2\rangle\) and are not counted in \(N\). For the singly occupied orbitals, spin operators leave the spatial part unchanged, so every exchange term among them contains an overlap between two different open-shell orbitals. These overlaps vanish when the orbitals are orthogonal, and the product-state value remains. Overlapping magnetic orbitals, spin-polarised inner shells and states of several determinants need further terms.
